# Without mode mixing, the Franck–Condon intensity of each excitation class is a product over modes

Summed state by state, the Franck–Condon intensity (the sum of squared vibrational overlaps from one fixed initial level) of all vibronic transitions that excite the same ten modes, with ten excited levels kept in each, takes \(10^{10}\) terms. If the modes do not mix, this intensity is a product with one factor per mode: for each excited mode the sum of its squared overlaps with the excited levels kept, and for every other mode its squared overlap with the ground level.

```lean
import Mathlib

open Finset

namespace FranckCondonClasses

noncomputable section

/-- An occupation vector: one vibrational quantum number, from 0 to `K i`, for each mode `i`. -/
abbrev Occupation {ι : Type*} (K : ι → ℕ) := ∀ i, Fin (K i + 1)

variable {ι : Type*} [Fintype ι] [DecidableEq ι] {K : ι → ℕ}

/-- The set of modes that carry at least one quantum. -/
def excited (n : Occupation K) : Finset ι := univ.filter (fun i => n i ≠ 0)

/-- The intensity of an occupation vector: the product of the weights of its modes. -/
def intensity (w : ∀ i, Fin (K i + 1) → ℝ) (n : Occupation K) : ℝ := ∏ i, w i (n i)

/-- The sum of all weights of mode `i` up to its cutoff. -/
def modeSum (w : ∀ i, Fin (K i + 1) → ℝ) (i : ι) : ℝ := ∑ k, w i k

/-- The total intensity of the class `C`: all occupation vectors excited exactly on `C`. -/
def classSum (w : ∀ i, Fin (K i + 1) → ℝ) (C : Finset ι) : ℝ :=
  ∑ n ∈ univ.filter (fun n : Occupation K => excited n = C), intensity w n

/-- If each mode ranges independently over its own set of quantum numbers, the summed intensity
is a product of single-mode sums. -/
theorem sum_box (w : ∀ i, Fin (K i + 1) → ℝ) (S : ∀ i, Finset (Fin (K i + 1))) :
    ∑ n ∈ Fintype.piFinset S, intensity w n = ∏ i, ∑ k ∈ S i, w i k := by
  simp only [intensity, Finset.prod_univ_sum]

omit [Fintype ι] [DecidableEq ι] in
/-- The weights of the excited levels of one mode add up to its full sum minus the weight of
its ground level. -/
theorem sum_excited_levels (w : ∀ i, Fin (K i + 1) → ℝ) (i : ι) :
    ∑ k ∈ univ.erase (0 : Fin (K i + 1)), w i k = modeSum w i - w i 0 := by
  have h := Finset.add_sum_erase univ (w i) (Finset.mem_univ (0 : Fin (K i + 1)))
  unfold modeSum
  linarith

/-- The intensity of class `C` is the product of the excited-level sums of the modes in `C` and
the ground-level weights of all other modes. -/
theorem classSum_eq (w : ∀ i, Fin (K i + 1) → ℝ) (C : Finset ι) :
    classSum w C = (∏ i ∈ C, (modeSum w i - w i 0)) * ∏ i ∈ Cᶜ, w i 0 := by
  -- a class is a box: nonzero quantum numbers on `C`, zero elsewhere
  have hbox : (univ.filter fun n : Occupation K => excited n = C) =
      Fintype.piFinset (fun i =>
        if i ∈ C then (univ.erase 0 : Finset (Fin (K i + 1))) else {0}) := by
    ext n
    simp only [Finset.mem_filter, Finset.mem_univ, true_and, Fintype.mem_piFinset, excited,
      Finset.ext_iff]
    refine forall_congr' fun i => ?_
    by_cases h : i ∈ C <;> simp [h]
  unfold classSum
  rw [hbox, sum_box, ← Finset.prod_mul_prod_compl C]
  congr 1
  · refine Finset.prod_congr rfl fun i hi => ?_
    simp only [hi, ↓reduceIte, sum_excited_levels]
  · refine Finset.prod_congr rfl fun i hi => ?_
    have hi' : i ∉ C := Finset.mem_compl.mp hi
    simp only [hi', ↓reduceIte, Finset.sum_singleton]

/-- Generating function for the number of excited modes: weighting each class by `z` to the
number of its excited modes gives a product of one linear factor in `z` per mode. -/
theorem sum_pow_card_mul_classSum (w : ∀ i, Fin (K i + 1) → ℝ) (z : ℝ) :
    ∑ C : Finset ι, z ^ C.card * classSum w C =
      ∏ i, (z * (modeSum w i - w i 0) + w i 0) := by
  -- expanding the product chooses, for each mode, excited or not excited
  rw [Finset.prod_add, Finset.powerset_univ]
  refine Finset.sum_congr rfl fun C _ => ?_
  rw [classSum_eq, Finset.prod_mul_distrib, Finset.prod_const, Finset.compl_eq_univ_sdiff]
  ring

/-- The intensities of all classes add up to the product of the full single-mode sums. -/
theorem sum_classSum (w : ∀ i, Fin (K i + 1) → ℝ) :
    ∑ C : Finset ι, classSum w C = ∏ i, modeSum w i := by
  have h := sum_pow_card_mul_classSum w 1
  simpa using h

/-- The intensity of all occupation vectors in which mode `i` is excited is the excited-level sum
of that mode times the full sums of the other modes. -/
theorem sum_mode_excited (w : ∀ i, Fin (K i + 1) → ℝ) (i : ι) :
    ∑ n ∈ univ.filter (fun n : Occupation K => n i ≠ 0), intensity w n =
      (modeSum w i - w i 0) * ∏ j ∈ univ.erase i, modeSum w j := by
  -- again a box: only mode `i` is restricted
  have hbox : (univ.filter fun n : Occupation K => n i ≠ 0) =
      Fintype.piFinset (fun j =>
        if j = i then (univ.erase 0 : Finset (Fin (K j + 1))) else univ) := by
    ext n
    simp only [Finset.mem_filter, Finset.mem_univ, true_and, Fintype.mem_piFinset]
    constructor
    · intro h j
      by_cases hj : j = i
      · subst hj
        simpa using h
      · simp [hj]
    · intro h
      simpa using h i
  rw [hbox, sum_box, ← Finset.mul_prod_erase univ _ (Finset.mem_univ i)]
  congr 1
  · simp only [↓reduceIte, sum_excited_levels]
  · refine Finset.prod_congr rfl fun j hj => ?_
    have hj' : j ≠ i := Finset.ne_of_mem_erase hj
    simp only [hj', ↓reduceIte, modeSum]

/-- The intensity-weighted sum of the number of excited modes is a sum of one term per mode. -/
theorem sum_card_excited (w : ∀ i, Fin (K i + 1) → ℝ) :
    ∑ n : Occupation K, ((excited n).card : ℝ) * intensity w n =
      ∑ i, (modeSum w i - w i 0) * ∏ j ∈ univ.erase i, modeSum w j := by
  have hc : ∀ n : Occupation K,
      ((excited n).card : ℝ) = ∑ i, if n i ≠ 0 then (1 : ℝ) else 0 := by
    intro n
    simp only [excited, Finset.card_filter, Nat.cast_sum, Nat.cast_ite, Nat.cast_one,
      Nat.cast_zero]
  -- count excited modes one at a time and exchange the two sums
  simp_rw [hc, Finset.sum_mul]
  rw [Finset.sum_comm]
  refine Finset.sum_congr rfl fun i _ => ?_
  rw [← sum_mode_excited, Finset.sum_filter]
  refine Finset.sum_congr rfl fun n _ => ?_
  by_cases h : n i = 0 <;> simp [h]

/-- For nonnegative weights, `m + 1` times the intensity of all occupation vectors with more than
`m` excited modes is at most the intensity-weighted number of excited modes, in closed form. -/
theorem truncation_bound (w : ∀ i, Fin (K i + 1) → ℝ) (hw : ∀ i k, 0 ≤ w i k) (m : ℕ) :
    ((m : ℝ) + 1) *
        ∑ n ∈ univ.filter (fun n : Occupation K => m < (excited n).card), intensity w n ≤
      ∑ i, (modeSum w i - w i 0) * ∏ j ∈ univ.erase i, modeSum w j := by
  rw [← sum_card_excited, Finset.mul_sum, Finset.sum_filter]
  refine Finset.sum_le_sum fun n _ => ?_
  have hI : 0 ≤ intensity w n := Finset.prod_nonneg fun i _ => hw i (n i)
  split_ifs with h
  · have h' : (m : ℝ) + 1 ≤ ((excited n).card : ℝ) := by
      exact_mod_cast Nat.succ_le_of_lt h
    exact mul_le_mul_of_nonneg_right h' hI
  · exact mul_nonneg (Nat.cast_nonneg _) hI

end

end FranckCondonClasses
```

```lean
#print axioms FranckCondonClasses.sum_classSum
#print axioms FranckCondonClasses.sum_mode_excited
#print axioms FranckCondonClasses.truncation_bound
```

```
'FranckCondonClasses.sum_classSum' depends on axioms: [propext, Classical.choice, Quot.sound]
'FranckCondonClasses.sum_mode_excited' depends on axioms: [propext, Classical.choice, Quot.sound]
'FranckCondonClasses.truncation_bound' depends on axioms: [propext, Classical.choice, Quot.sound]
```

## Occupation vectors and their classes

Each mode \(i\) has a cutoff \(K_i\) and real weights \(w_i(k)\), \(k=0,\dots,K_i\). They stand for one-dimensional Franck–Condon factors, the squared overlaps of a fixed initial vibrational state with the levels \(k\) of the final electronic state. An occupation vector \(n\) picks one level per mode, and its intensity is

\[ I(n)=\prod_i w_i(n_i). \]

This product is a definition in the file (`intensity`). Physically it holds when the initial state and the final vibrational states are products over the same modes, with no Duschinsky rotation; displacements and frequency changes within a mode are allowed. The model leaves out transition energies (and with them the frequency prefactors of measured absorption and emission intensities), line shapes and coordinate-dependent transition dipoles; "intensity" here always means this Franck–Condon weight.

In Lean, `Fin (K i + 1)` is the set of levels of mode \(i\), `excited n` is the set of modes with \(n_i\neq0\), and `modeSum w i` is \(t_i=\sum_k w_i(k)\). For true Franck–Condon factors of a normalised initial state, \(1-t_i\) is the intensity beyond the cutoff. A class is labelled by the set \(C\) of excited modes, not merely by their number, and `classSum w C` is its total intensity \(I_C\).

## Each class is a box

Let each \(n_i\) range independently over a set \(S_i\). The distributive law gives

\[ \sum_{n\in\prod_i S_i} I(n)=\prod_i\sum_{k\in S_i}w_i(k), \]

which is `sum_box`. The class \(C\) is such a box: \(S_i=\{1,\dots,K_i\}\) for \(i\in C\), and \(S_i=\{0\}\) otherwise. Write \(a_i=t_i-w_i(0)\) for the sum over excited levels (`sum_excited_levels`). Then

\[ I_C=\prod_{i\in C}a_i\prod_{i\notin C}w_i(0). \]

The proof of `classSum_eq` follows this argument. Its `hbox` establishes the box description by checking membership mode by mode; `Finset.prod_mul_prod_compl` then splits the product into \(C\) and its complement.

Now weight each class by \(z^{|C|}\), with \(z\) real. Expanding a product of binomials means choosing one term from each factor, so

\[ \sum_C z^{|C|}I_C=\prod_i\bigl(z\,a_i+w_i(0)\bigr). \]

In `sum_pow_card_mul_classSum`, `Finset.prod_add` performs this expansion. At \(z=1\) each factor is \(t_i\), which gives `sum_classSum`: \(\sum_C I_C=\prod_i t_i\). These identities hold for weights of any sign and normalisation.

## Bounding the discarded intensity

Requiring only that mode \(i\) be excited also defines a box, with all other modes unrestricted. Its intensity is \(a_i\prod_{j\neq i}t_j\) (`sum_mode_excited`). The number of excited modes, \(|\mathrm{ex}(n)|\), is a sum of indicators, one per mode, so exchanging the two sums gives `sum_card_excited`:

\[ \sum_n|\mathrm{ex}(n)|\,I(n)=\sum_i a_i\prod_{j\neq i}t_j. \]

If all \(t_j\neq0\), dividing by \(\prod_j t_j\) gives the normalised mean \(\sum_i(1-w_i(0)/t_i)\).

Suppose now that all weights are nonnegative (`hw`), as squared overlaps are. A vector with more than \(m\) excited modes has \(m+1\le|\mathrm{ex}(n)|\), and every other vector contributes at least zero to the left-hand side above. Therefore

\[ (m+1)\sum_{|\mathrm{ex}(n)|>m}I(n)\le\sum_i a_i\prod_{j\neq i}t_j. \]

This is `truncation_bound`, a Markov inequality; the proof compares the two sums term by term with `Finset.sum_le_sum`.

Nonnegativity matters here. Take two modes with \(K_i=1\), \(w_i(0)=-1\), \(w_i(1)=1\), and \(m=1\). Only \(n=(1,1)\) has more than one excited mode, and its intensity is \(1\), so the left side is \(2\). Both \(t_i\) vanish, so the right side is \(0\).

## In a spectrum calculation

For unmixed modes within finite cutoffs, the result tells a simulation of a vibronic spectrum how much intensity each class holds before any of its states is enumerated. To get the intensity \(p_m\) with exactly \(m\) excited modes, code can multiply out the generating function: start from \(p_0=1\), all other entries zero, and for each mode replace

\[ p_m\leftarrow w_i(0)\,p_m+a_i\,p_{m-1},\qquad p_{-1}=0, \]

using the old values on the right. For \(N\) modes this takes of order \(N^2\) operations once the \(a_i\) are known. If all classes with more than \(m\) excited modes are dropped, summing the entries above \(m\) gives the discarded intensity within the cutoffs exactly. The bound gives only an upper limit on it, which can be far above the exact value.
